# The swap test on unit vectors $u$ and $v$ gives outcome 0 with probability $(1+|\langle u,v\rangle|^2)/2$

Let $u$ and $v$ be unit vectors in $\mathbb{C}^d$. Prepare an ancilla qubit in $e_0$ and two systems in the product state $u\otimes v$. Apply a Hadamard gate to the ancilla, exchange the two systems if the ancilla is in $e_1$, and apply a second Hadamard gate to the ancilla. The ancilla is then found in $e_0$ or $e_1$ with probabilities

$$
P_0=\frac{1+|\langle u,v\rangle|^2}{2},\qquad
P_1=\frac{1-|\langle u,v\rangle|^2}{2}.
$$

Outcome 1 has probability zero exactly when $u$ and $v$ differ by a phase factor. If the inputs are drawn independently from two ensembles with density matrices $\rho$ and $\sigma$, the mean of $P_0$ is $(1+\operatorname{Tr}\rho\sigma)/2$.

## An overlap read from one qubit

The swap operator $S$ exchanges the two systems, so $(S\,u\otimes v)_{ij}=u_jv_i$. It has eigenvalue $+1$ on symmetric states and $-1$ on antisymmetric ones. The circuit records this exchange symmetry in the ancilla.

For ideal gates and independently prepared inputs, the frequency $f$ of outcome 0 over many runs estimates $P_0$, so $2f-1$ estimates the squared overlap of two pure states. If the two inputs are drawn independently from the same ensemble in each run, $2f-1$ estimates the purity $\operatorname{Tr}\rho^2$.

## The circuit, amplitude by amplitude

Write $\psi(a,i,j)$ for the amplitude with the ancilla in state $a$ and the systems in basis states $i$ and $j$. The input is $\psi(0,i,j)=u_iv_j$ and $\psi(1,i,j)=0$. The first Hadamard gate gives

$$
\psi(0,i,j)=\psi(1,i,j)=\frac{u_iv_j}{\sqrt2}.
$$

The controlled swap changes only the second branch:

$$
\psi(0,i,j)=\frac{u_iv_j}{\sqrt2},\qquad \psi(1,i,j)=\frac{u_jv_i}{\sqrt2}.
$$

The last Hadamard gate forms the sum and the difference of the branches, each with another factor $1/\sqrt2$:

$$
\psi(0,i,j)=\frac{u_iv_j+u_jv_i}{2},\qquad
\psi(1,i,j)=\frac{u_iv_j-u_jv_i}{2}.
$$

These are the symmetric and antisymmetric parts of $u\otimes v$.

## The interference term is the squared overlap

Let $s=+1$ for outcome 0 and $s=-1$ for outcome 1. For complex numbers $a$ and $b$,

$$
\left|\frac{a+sb}{2}\right|^2=\frac{|a|^2+|b|^2}{4}+\frac{s}{2}\operatorname{Re}(\bar a b).
$$

Put $a=u_iv_j$ and $b=u_jv_i$, and sum over $i$ and $j$. Since $u$ and $v$ are normalised, $\sum_{ij}|a|^2=\sum_{ij}|b|^2=1$. The interference term contains the expectation value of $S$, which factorises:

$$
\sum_{ij}\overline{u_iv_j}\,u_jv_i
=\Big(\sum_i\bar u_iv_i\Big)\Big(\sum_j\bar v_ju_j\Big)
=|\langle u,v\rangle|^2 .
$$

The total is $\tfrac14+\tfrac14+\tfrac s2|\langle u,v\rangle|^2$, which is $P_0$ for $s=1$ and $P_1$ for $s=-1$.

## When outcome 1 never occurs

Suppose $P_1=0$. Then $|\langle u,v\rangle|=1$, and every antisymmetric amplitude vanishes, so $u_iv_j=u_jv_i$ for all $i$ and $j$. Multiplying by $\bar u_i$ and summing over $i$ gives

$$
v_j=\sum_i\bar u_iu_iv_j=\sum_i\bar u_iv_i\,u_j=\langle u,v\rangle\,u_j .
$$

So $v=cu$ with $c=\langle u,v\rangle$ and $|c|=1$. Conversely, if $v=cu$ with $|c|=1$, then $\langle u,v\rangle=c$ and $P_1=0$.

In the smallest case, $d=1$, both unit vectors are phases, the product state has no antisymmetric part, and outcome 0 is certain. At the other extreme, orthogonal inputs make the two outcomes equally likely.

## Mixed inputs

Let the first system be in $u_k$ with probability $p_k$ and the second, independently, in $v_m$ with probability $q_m$. The density matrices are $\rho=\sum_kp_k|u_k\rangle\langle u_k|$ and $\sigma=\sum_mq_m|v_m\rangle\langle v_m|$. For pure states,

$$
\operatorname{Tr}\big(|u\rangle\langle u|\,|v\rangle\langle v|\big)=|\langle u,v\rangle|^2,
$$

and the trace is linear in each factor. Averaging $P_0$ gives

$$
\sum_{k,m}p_kq_m\,\frac{1+|\langle u_k,v_m\rangle|^2}{2}=\frac{1+\operatorname{Tr}\rho\sigma}{2}.
$$

## How the Lean definitions describe the experiment

The basis of each system is an arbitrary finite type `n`, and $\mathbb{C}^d$ is the case with $d$ elements. A `Register n` is an amplitude function on `Fin 2 × n × n`, with the ancilla index first. `IsNormalized u` says $\sum_i|u_i|^2=1$, and `overlap u v` is $\langle u,v\rangle$, conjugate-linear in the first argument.

The gates are the functions `hadamardAncilla` and `controlledSwap`. The output `swapTest u v` is their composition in circuit order, applied to `input u v`. The number `prob a ψ` is the squared norm of the component with ancilla state `a`. Calling it a probability is the Born rule, which enters here as a definition.

The theorem `swap_test` takes the two normalisation hypotheses and gives both outcome probabilities. `prob_one_eq_zero_iff` is the phase criterion. In `swap_test_mixed` the weights `p` and `q` each sum to one and every ensemble member is normalised. Non-negative weights are needed for the physical reading, but not for the identity. The mean probability is a real number regarded as a complex one, because the trace on the right is complex-valued.

The model has finite dimension, perfect gates and uncorrelated inputs. It says nothing about how many runs are needed to estimate the overlap to a given accuracy.

A different model would evolve density matrices through the circuit and define the outcome probability as a trace with a projector on the ancilla. The mixed-state formula would then refer to $\rho$ and $\sigma$ directly, without a chosen ensemble, and a correlated input $\omega$ could be treated too, with $P_0=(1+\operatorname{Tr}S\omega)/2$. The price would be matrix algebra on the full three-part space in place of the short amplitude calculation.

## The complete Lean file

```lean
import Mathlib

open Matrix ComplexConjugate

namespace SwapTest

noncomputable section

variable {n : Type*} [Fintype n]

/-- Amplitudes of a joint state of one ancilla qubit and two systems with basis `n`. -/
abbrev Register (n : Type*) := Fin 2 × n × n → ℂ

/-- The state vector `u` has norm one. -/
def IsNormalized (u : n → ℂ) : Prop := ∑ i, ‖u i‖ ^ 2 = 1

/-- The overlap `⟨u, v⟩`, conjugate-linear in `u`. -/
def overlap (u v : n → ℂ) : ℂ := ∑ i, conj (u i) * v i

/-- The matrix of the Hadamard gate. -/
def hadamard : Matrix (Fin 2) (Fin 2) ℂ :=
  !![((√2 : ℝ) : ℂ)⁻¹, ((√2 : ℝ) : ℂ)⁻¹; ((√2 : ℝ) : ℂ)⁻¹, -((√2 : ℝ) : ℂ)⁻¹]

/-- The Hadamard gate applied to the ancilla. -/
def hadamardAncilla (ψ : Register n) : Register n :=
  fun x => ∑ b, hadamard x.1 b * ψ (b, x.2)

/-- The two systems are exchanged when the ancilla is in state 1. -/
def controlledSwap (ψ : Register n) : Register n :=
  fun x => if x.1 = 1 then ψ (x.1, x.2.2, x.2.1) else ψ x

/-- The product state with the ancilla in state 0 and the systems in states `u` and `v`. -/
def input (u v : n → ℂ) : Register n :=
  fun x => if x.1 = 0 then u x.2.1 * v x.2.2 else 0

/-- The output of the circuit Hadamard, controlled swap, Hadamard. -/
def swapTest (u v : n → ℂ) : Register n :=
  hadamardAncilla (controlledSwap (hadamardAncilla (input u v)))

/-- The squared norm of the component of `ψ` with the ancilla in state `a`. -/
def prob (a : Fin 2) (ψ : Register n) : ℝ := ∑ i, ∑ j, ‖ψ (a, i, j)‖ ^ 2

/-- The expectation value of the swap operator in the product state of `u` and `v`
is the squared modulus of their overlap. -/
theorem swap_expectation (u v : n → ℂ) :
    ∑ i, ∑ j, conj (u i * v j) * (u j * v i) = (‖overlap u v‖ : ℂ) ^ 2 := by
  have h : (‖overlap u v‖ : ℂ) ^ 2 = overlap u v * conj (overlap u v) := by
    rw [Complex.mul_conj, Complex.normSq_eq_norm_sq, Complex.ofReal_pow]
  rw [h]
  unfold overlap
  rw [map_sum, Finset.sum_mul_sum]
  refine Finset.sum_congr rfl fun i _ => Finset.sum_congr rfl fun j _ => ?_
  simp only [map_mul, Complex.conj_conj]
  ring

omit [Fintype n] in
/-- The circuit sends the symmetric part of the product state to ancilla state 0 and
the antisymmetric part to ancilla state 1. -/
theorem swapTest_branches (u v : n → ℂ) (i j : n) :
    swapTest u v (0, i, j) = (u i * v j + u j * v i) / 2 ∧
    swapTest u v (1, i, j) = (u i * v j - u j * v i) / 2 := by
  have hs : ((√2 : ℝ) : ℂ)⁻¹ * ((√2 : ℝ) : ℂ)⁻¹ = 1 / 2 := by
    rw [← mul_inv, ← Complex.ofReal_mul, Real.mul_self_sqrt (by norm_num)]
    norm_num
  constructor
  · simp only [swapTest, hadamardAncilla, controlledSwap, input, hadamard, Fin.sum_univ_two]
    simp
    linear_combination (u i * v j + u j * v i) * hs
  · simp only [swapTest, hadamardAncilla, controlledSwap, input, hadamard, Fin.sum_univ_two]
    simp
    linear_combination (u i * v j - u j * v i) * hs

/-- Squared norm of the symmetric (`s = 1`) or antisymmetric (`s = -1`) part of the
product of two unit vectors. -/
theorem exchange_part_weight {u v : n → ℂ} (hu : IsNormalized u) (hv : IsNormalized v)
    {s : ℝ} (hs : s ^ 2 = 1) :
    ∑ i, ∑ j, ‖(u i * v j + s * (u j * v i)) / 2‖ ^ 2
      = (1 + s * ‖overlap u v‖ ^ 2) / 2 := by
  -- the squared norm of a superposition: two direct terms and an interference term
  have h (a b : ℂ) : ‖(a + s * b) / 2‖ ^ 2
      = (1 / 4) * ‖a‖ ^ 2 + (1 / 4) * ‖b‖ ^ 2 + (s / 2) * (conj a * b).re := by
    have e : (a + s * b) / 2 = ((1 / 2 : ℝ) : ℂ) * (a + s * b) := by
      push_cast
      ring
    rw [e]
    simp only [← Complex.normSq_eq_norm_sq, Complex.normSq_mul, Complex.normSq_ofReal]
    simp only [Complex.normSq_apply, Complex.add_re, Complex.add_im, Complex.mul_re,
      Complex.mul_im, Complex.ofReal_re, Complex.ofReal_im, Complex.conj_re, Complex.conj_im]
    linear_combination (1 / 4) * (b.re ^ 2 + b.im ^ 2) * hs
  have hA : ∑ i, ∑ j, ‖u i * v j‖ ^ 2 = 1 := by
    simp only [norm_mul, mul_pow]
    rw [← Finset.sum_mul_sum, hu, hv, one_mul]
  have hB : ∑ i, ∑ j, ‖u j * v i‖ ^ 2 = 1 := by
    rw [Finset.sum_comm]
    exact hA
  have hC : ∑ i, ∑ j, (conj (u i * v j) * (u j * v i)).re = ‖overlap u v‖ ^ 2 := by
    have := congrArg Complex.re (swap_expectation u v)
    rw [← Complex.ofReal_pow, Complex.ofReal_re] at this
    simpa only [Complex.re_sum] using this
  simp only [h, Finset.sum_add_distrib, ← Finset.mul_sum]
  rw [hA, hB, hC]
  ring

/-- Swap test: for unit vectors `u` and `v` the ancilla is found in state 0 with probability
`(1 + |⟨u, v⟩|²) / 2` and in state 1 with probability `(1 - |⟨u, v⟩|²) / 2`. -/
theorem swap_test {u v : n → ℂ} (hu : IsNormalized u) (hv : IsNormalized v) :
    prob 0 (swapTest u v) = (1 + ‖overlap u v‖ ^ 2) / 2 ∧
    prob 1 (swapTest u v) = (1 - ‖overlap u v‖ ^ 2) / 2 := by
  constructor
  · have h := exchange_part_weight hu hv (s := 1) (by norm_num)
    simp only [Complex.ofReal_one, one_mul] at h
    simp only [prob, (swapTest_branches u v _ _).1]
    exact h
  · have h := exchange_part_weight hu hv (s := -1) (by norm_num)
    simp only [Complex.ofReal_neg, Complex.ofReal_one, neg_mul, one_mul,
      ← sub_eq_add_neg] at h
    simp only [prob, (swapTest_branches u v _ _).2]
    exact h

/-- For unit vectors, outcome 1 has probability zero exactly when the two vectors differ
by a phase factor. -/
theorem prob_one_eq_zero_iff {u v : n → ℂ} (hu : IsNormalized u) (hv : IsNormalized v) :
    prob 1 (swapTest u v) = 0 ↔ ∃ c : ℂ, ‖c‖ = 1 ∧ v = c • u := by
  have hN : ∑ i, conj (u i) * u i = 1 := by
    simp only [Complex.conj_mul']
    exact_mod_cast hu
  have hp := (swap_test hu hv).2
  constructor
  · intro h0
    refine ⟨overlap u v, ?_, ?_⟩
    · nlinarith [norm_nonneg (overlap u v)]
    · -- every antisymmetric amplitude vanishes
      have hz (i j : n) : u i * v j = u j * v i := by
        have hrow : ∀ i ∈ Finset.univ, 0 ≤ ∑ j, ‖swapTest u v (1, i, j)‖ ^ 2 :=
          fun i _ => Finset.sum_nonneg fun j _ => sq_nonneg _
        have h1 := (Finset.sum_eq_zero_iff_of_nonneg hrow).1 h0 i (Finset.mem_univ i)
        have hent : ∀ j ∈ Finset.univ, 0 ≤ ‖swapTest u v (1, i, j)‖ ^ 2 :=
          fun j _ => sq_nonneg _
        have h2 := (Finset.sum_eq_zero_iff_of_nonneg hent).1 h1 j (Finset.mem_univ j)
        have h3 := norm_eq_zero.1 (pow_eq_zero_iff (two_ne_zero) |>.1 h2)
        rw [(swapTest_branches u v i j).2] at h3
        linear_combination 2 * h3
      -- contract with the conjugate of `u`
      funext j
      calc v j = (∑ i, conj (u i) * u i) * v j := by rw [hN, one_mul]
        _ = ∑ i, conj (u i) * v i * u j := by
            rw [Finset.sum_mul]
            refine Finset.sum_congr rfl fun i _ => ?_
            linear_combination conj (u i) * hz i j
        _ = (overlap u v • u) j := by
            rw [← Finset.sum_mul]
            rfl
  · rintro ⟨c, hc, hvc⟩
    have ho : overlap u v = c := by
      calc overlap u v = ∑ i, c * (conj (u i) * u i) := by
            unfold overlap
            refine Finset.sum_congr rfl fun i _ => ?_
            rw [hvc, Pi.smul_apply, smul_eq_mul]
            ring
        _ = c := by rw [← Finset.mul_sum, hN, mul_one]
    rw [hp, ho, hc]
    norm_num

/-- The density matrix `∑ₖ pₖ |uₖ⟩⟨uₖ|` of an ensemble of state vectors. -/
def density {κ : Type*} [Fintype κ] (p : κ → ℝ) (u : κ → n → ℂ) : Matrix n n ℂ :=
  ∑ k, (p k : ℂ) • vecMulVec (u k) (star (u k))

/-- The trace of the product of `|u⟩⟨u|` and `|v⟩⟨v|` is `|⟨u, v⟩|²`. -/
theorem trace_pure_mul_pure (u v : n → ℂ) :
    trace (vecMulVec u (star u) * vecMulVec v (star v)) = (‖overlap u v‖ : ℂ) ^ 2 := by
  rw [← swap_expectation, Finset.sum_comm]
  simp only [trace, diag_apply, mul_apply, vecMulVec_apply, Pi.star_apply]
  refine Finset.sum_congr rfl fun i _ => Finset.sum_congr rfl fun j _ => ?_
  simp only [map_mul, starRingEnd_apply]
  ring

/-- Swap test on mixed states: when the inputs are drawn independently from two ensembles
with density matrices `ρ` and `σ`, the mean probability of outcome 0 is `(1 + Tr ρσ) / 2`. -/
theorem swap_test_mixed {κ l : Type*} [Fintype κ] [Fintype l]
    {p : κ → ℝ} {q : l → ℝ} {u : κ → n → ℂ} {v : l → n → ℂ}
    (hp : ∑ k, p k = 1) (hq : ∑ m, q m = 1)
    (hu : ∀ k, IsNormalized (u k)) (hv : ∀ m, IsNormalized (v m)) :
    ((∑ k, ∑ m, p k * q m * prob 0 (swapTest (u k) (v m)) : ℝ) : ℂ)
      = (1 + trace (density p u * density q v)) / 2 := by
  have hpq : ∑ k, ∑ m, p k * q m = 1 := by
    rw [← Finset.sum_mul_sum, hp, hq, one_mul]
  -- average the pure-state probabilities
  have havg : ∑ k, ∑ m, p k * q m * prob 0 (swapTest (u k) (v m))
      = (∑ k, ∑ m, p k * q m + ∑ k, ∑ m, p k * q m * ‖overlap (u k) (v m)‖ ^ 2) / 2 := by
    rw [← Finset.sum_add_distrib, Finset.sum_div]
    refine Finset.sum_congr rfl fun k _ => ?_
    rw [← Finset.sum_add_distrib, Finset.sum_div]
    refine Finset.sum_congr rfl fun m _ => ?_
    rw [(swap_test (hu k) (hv m)).1]
    ring
  -- the mean squared overlap is the trace of the product of density matrices
  have htr : trace (density p u * density q v)
      = ((∑ k, ∑ m, p k * q m * ‖overlap (u k) (v m)‖ ^ 2 : ℝ) : ℂ) := by
    unfold density
    rw [Finset.sum_mul_sum, trace_sum]
    push_cast
    refine Finset.sum_congr rfl fun k _ => ?_
    rw [trace_sum]
    refine Finset.sum_congr rfl fun m _ => ?_
    rw [Matrix.smul_mul, Matrix.mul_smul, trace_smul, trace_smul, trace_pure_mul_pure,
      smul_eq_mul, smul_eq_mul]
    ring
  rw [havg, hpq, htr]
  push_cast
  ring

end

end SwapTest
```

```lean
#print axioms SwapTest.swap_test
-- 'SwapTest.swap_test' depends on axioms: [propext, Classical.choice, Quot.sound]
#print axioms SwapTest.prob_one_eq_zero_iff
-- 'SwapTest.prob_one_eq_zero_iff' depends on axioms: [propext, Classical.choice, Quot.sound]
#print axioms SwapTest.swap_test_mixed
-- 'SwapTest.swap_test_mixed' depends on axioms: [propext, Classical.choice, Quot.sound]
```

## From the gates to the probabilities

`swap_expectation` is the factorisation of the interference sum. It writes $|\langle u,v\rangle|^2$ as the overlap times its conjugate, expands the product into a double sum with `Finset.sum_mul_sum`, and compares the terms. It needs no normalisation.

`swapTest_branches` runs the circuit. Unfolding the gates leaves products of two factors $1/\sqrt2$, and the auxiliary equation `hs` replaces each product by $1/2$. The two calls to `linear_combination` apply that equation to the sum and to the difference of the direct and exchanged amplitudes.

`exchange_part_weight` treats both outcomes together through the real number `s` with $s^2=1$. Its inner statement `h` is the expansion of $|(a+sb)/2|^2$, proved by passing to real and imaginary parts; the condition on `s` removes the factor $s^2$ from $|sb|^2$. Then `hA` and `hB` evaluate the two direct terms, the second by exchanging the order of summation, and `hC` takes the real part of `swap_expectation`. The proof of `swap_test` sets `s` to $1$ and to $-1$ and identifies the resulting sums with the two circuit branches.

## From vanishing amplitudes to a phase

In the forward direction of `prob_one_eq_zero_iff`, the phase is chosen as `overlap u v`. Its modulus follows from the formula for $P_1$, with `nlinarith` using the fact that a norm is non-negative to select the root $1$.

The statement `hz` is $u_iv_j=u_jv_i$. It is obtained by applying `Finset.sum_eq_zero_iff_of_nonneg` twice, once for the rows and once for the entries: a sum of non-negative terms is zero only if each term is zero. The `calc` block that follows is the contraction with $\bar u_i$. The reverse direction computes the overlap of $u$ with $cu$ and inserts it into the formula for $P_1$.

## From pure states to ensembles

`trace_pure_mul_pure` writes out the trace as a double sum and matches it with the sum in `swap_expectation`, after exchanging the order of summation.

In `swap_test_mixed`, `hpq` shows that the joint weights $p_kq_m$ sum to one. The step `havg` inserts the pure-state probability for each pair of inputs and separates the constant from the mean squared overlap. The step `htr` expands $\operatorname{Tr}\rho\sigma$ by linearity and evaluates each term with the pure-state trace. Substituting these three results gives the mixed-state formula.
